# Second-order Kondo scattering: the hole and particle spin factors differ by 2σ·S for a quantum spin and coincide for commuting components

**Q:** A conduction electron scatters twice off a magnetic impurity in a metal, and the amplitude acquires a logarithm at low energy. Which objects and conventions do you use to describe this?

**A:** The coupling is $J\,\sigma\cdot S$, with Pauli matrices $\sigma_a$ and not $\sigma_a/2$, so the textbook coupling multiplying $S\cdot\sigma/2$ is $2J$. Components are numbered $a=0,1,2$ for $x,y,z$, with $\varepsilon_{012}=1$ and $\hbar=1$. The impurity components $S_a$ lie in any complex algebra `A`.

```lean
import Mathlib

open Complex Filter Topology

namespace KondoChannels

noncomputable section

variable {A : Type*} [Ring A] [Algebra ℂ A]

/-- The three Pauli matrices of the conduction-electron spin. -/
def pauli : Fin 3 → Matrix (Fin 2) (Fin 2) ℂ :=
  ![!![0, 1; 1, 0], !![0, -I; I, 0], !![1, 0; 0, -1]]
```

A product of an electron matrix and an impurity operator is a 2×2 matrix with entries in `A`. `exchange` is $\sigma\cdot S$ without $J$, and `spinSq` is $S^2=\sum_a S_aS_a$ times the electron identity.

```lean
/-- The product of an electron spin matrix `M` and an impurity operator `X`,
as a 2×2 matrix of impurity operators. -/
def tens (M : Matrix (Fin 2) (Fin 2) ℂ) (X : A) : Matrix (Fin 2) (Fin 2) A :=
  Matrix.of fun i j => M i j • X

/-- The exchange operator `σ·S`. -/
def exchange (S : Fin 3 → A) : Matrix (Fin 2) (Fin 2) A :=
  ∑ a, tens (pauli a) (S a)

/-- The operator `S²`, acting as the identity on the electron spin. -/
def spinSq (S : Fin 3 → A) : Matrix (Fin 2) (Fin 2) A :=
  tens 1 (∑ a, S a * S a)
```

**Q:** Why are there two channels?

**A:** The intermediate level $k$ may be empty or filled. If it is empty, the electron enters it and then leaves, giving $\sigma_a\sigma_b S_aS_b$. If it is filled, its electron first leaves for the final state and the incoming one then fills the gap. The impurity operators keep their time order, but the electron matrices appear reversed.

```lean
/-- Spin factor of the particle channel, `∑ σ_a σ_b S_a S_b`. -/
def particle (S : Fin 3 → A) : Matrix (Fin 2) (Fin 2) A :=
  ∑ a, ∑ b, tens (pauli a * pauli b) (S a * S b)

/-- Spin factor of the hole channel, `∑ σ_b σ_a S_a S_b`: the electron vertices
appear in the opposite order. -/
def hole (S : Fin 3 → A) : Matrix (Fin 2) (Fin 2) A :=
  ∑ a, ∑ b, tens (pauli b * pauli a) (S a * S b)
```

**Q:** And the quantum nature of the spin?

**A:** It sits in $S\times S$, which vanishes for ordinary vectors but here collects commutators. `IsSpin` says $S\times S=iS$, the usual $[S_a,S_b]=i\varepsilon_{abc}S_c$. Neither Hermiticity nor a particular spin length is assumed, and $S=0$ is allowed.

```lean
/-- The cross product `S × S`, whose components are the commutators of `S`. -/
def selfCross (S : Fin 3 → A) : Fin 3 → A :=
  ![S 1 * S 2 - S 2 * S 1, S 2 * S 0 - S 0 * S 2, S 0 * S 1 - S 1 * S 0]

/-- The angular-momentum commutation relations, `S × S = i S`. -/
def IsSpin (S : Fin 3 → A) : Prop := ∀ c, selfCross S c = I • S c
```

**Q:** Where do the occupations enter?

**A:** Level $k$ has occupation $f_k$ (physically between 0 and 1, and the same for both spin directions) and propagator $g_k$, physically $1/(\omega-e_k)$ for elastic scattering at energy $\omega$, where $e_k$ is the energy of the level and the impurity's spin states are degenerate (no magnetic field). The hole process has the opposite energy denominator, and exchanging two fermions gives another minus sign, so both channels carry the same $g_k$. This perturbative argument is an input: Lean takes the resulting formula as a definition, for finitely many levels, arbitrary complex $g_k$ and real $f_k$.

```lean
/-- Second-order scattering amplitude for exchange coupling `J`: a level `k` with
propagator `g k` and occupation `f k` contributes to the particle channel with
weight `1 - f k` and to the hole channel with weight `f k`. -/
def secondOrder {K : Type*} [Fintype K] (J : ℂ) (g : K → ℂ) (f : K → ℝ)
    (S : Fin 3 → A) : Matrix (Fin 2) (Fin 2) A :=
  J ^ 2 • ∑ k, ((g k * (1 - (f k : ℂ))) • particle S + (g k * (f k : ℂ)) • hole S)
```

**Q:** Show me the algebra before the theorems.

**A:** From $\sigma_a\sigma_b=\delta_{ab}+i\sum_c\varepsilon_{abc}\sigma_c$,

$$\sum_{ab}\sigma_a\sigma_bS_aS_b=S^2+i\,\sigma\cdot(S\times S).$$

Exchanging $\sigma_a$ and $\sigma_b$ flips the sign of $\varepsilon_{abc}$, so the hole channel is $S^2-i\,\sigma\cdot(S\times S)$. Inserting $S\times S=iS$ gives

$$\text{particle}=S^2-\sigma\cdot S,\qquad \text{hole}=S^2+\sigma\cdot S.$$

Their difference is $2\sigma\cdot S$. Each level then contributes

$$g_k(1-f_k)(S^2-\sigma\cdot S)+g_kf_k(S^2+\sigma\cdot S)=g_k(S^2-\sigma\cdot S)+2g_kf_k\,\sigma\cdot S.$$

If the components commute, $S\times S=0$, both channels equal $S^2$, and the weights add to $g_k$: the occupation is gone.

**Q:** Does anything nonzero satisfy `IsSpin`?

**A:** Spin one-half does, with $S_a=\sigma_a/2$, checked entry by entry.

```lean
/-- The matrices `σ_a / 2` of a spin one-half satisfy the commutation relations. -/
theorem isSpin_witness : IsSpin (fun a => (1 / 2 : ℂ) • pauli a) := by
  intro c
  fin_cases c <;> ext i j <;> fin_cases i <;> fin_cases j <;>
    simp [selfCross, pauli, Complex.ext_iff] <;>
    norm_num
```

**Q:** How does Lean establish the channel formula without assuming the answer?

**A:** It assumes no commutation relation at this stage. `simp` writes out the four matrix entries, and `module` compares the two sides.

```lean
/-- For any three impurity operators, the two channels are
`S² + i σ·(S × S)` and `S² - i σ·(S × S)`. -/
theorem channels_eq (S : Fin 3 → A) :
    particle S = spinSq S + I • exchange (selfCross S) ∧
    hole S = spinSq S - I • exchange (selfCross S) := by
  constructor <;> ext i j <;> fin_cases i <;> fin_cases j <;>
    simp [particle, hole, spinSq, exchange, selfCross, tens, pauli, Matrix.mul_apply,
      Fin.sum_univ_three, Fin.sum_univ_two, smul_smul, smul_sub, smul_add] <;>
    module
```

The device to look at is `module`. It proves equalities between linear combinations by matching scalar coefficients. Here the scalars are complex numbers and the "vectors" are products such as $S_0S_1$ and $S_1S_0$, which it treats as unrelated. Operator ordering is therefore preserved automatically. The relation $i^2=-1$ is not something `module` knows; `simp` uses it beforehand.

**Q:** Could the channels coincide accidentally for noncommuting components?

**A:** No. The entries of $\sigma\cdot X$ are $\pm X_2$ on the diagonal and $X_0\mp iX_1$ off it. If all vanish, then $X_2=0$; adding the off-diagonal entries gives $2X_0=0$, and then $iX_1=0$.

```lean
/-- The operator `σ·X` vanishes exactly when all three components of `X` vanish. -/
theorem exchange_eq_zero_iff (X : Fin 3 → A) : exchange X = 0 ↔ X = 0 := by
  constructor
  · intro h
    -- read off the matrix entries
    have h2 : X 2 = 0 := by
      simpa [exchange, tens, pauli, Fin.sum_univ_three] using congrFun (congrFun h 0) 0
    have hm : X 0 + (-I) • X 1 = 0 := by
      simpa [exchange, tens, pauli, Fin.sum_univ_three] using congrFun (congrFun h 0) 1
    have hp : X 0 + I • X 1 = 0 := by
      simpa [exchange, tens, pauli, Fin.sum_univ_three] using congrFun (congrFun h 1) 0
    have h0 : X 0 = 0 := by
      calc X 0 = (1 / 2 : ℂ) • ((X 0 + (-I) • X 1) + (X 0 + I • X 1)) := by module
        _ = 0 := by rw [hm, hp]; simp
    have h1 : X 1 = 0 := by
      rw [h0, zero_add] at hp
      calc X 1 = (-I) • (I • X 1) := by rw [smul_smul]; simp
        _ = 0 := by rw [hp, smul_zero]
    funext c
    fin_cases c
    · exact h0
    · exact h1
    · exact h2
  · rintro rfl
    ext i j
    simp [exchange, tens, Matrix.sum_apply]
```

Apply this to $X=S\times S$, which vanishes exactly when all pairs commute.

```lean
omit [Algebra ℂ A] in
/-- The cross product `S × S` vanishes exactly when the components of `S` commute. -/
theorem selfCross_eq_zero_iff (S : Fin 3 → A) :
    selfCross S = 0 ↔ ∀ a b, S a * S b = S b * S a := by
  constructor
  · intro h
    have e0 : S 1 * S 2 = S 2 * S 1 := sub_eq_zero.mp (congrFun h 0)
    have e1 : S 2 * S 0 = S 0 * S 2 := sub_eq_zero.mp (congrFun h 1)
    have e2 : S 0 * S 1 = S 1 * S 0 := sub_eq_zero.mp (congrFun h 2)
    intro a b
    fin_cases a <;> fin_cases b <;> simp [e0, e1, e2]
  · intro h
    funext c
    fin_cases c <;> simp [selfCross, h 1 2, h 2 0, h 0 1]
```

**Q:** So the two cases follow?

**A:** Yes. For the quantum spin, `hc` inserts $S\times S=iS$, and `hx` turns $i\,\sigma\cdot(S\times S)$ into $-\sigma\cdot S$.

```lean
/-- For a quantum spin the particle channel is `S² - σ·S`, the hole channel is
`S² + σ·S`, and they differ by `2 σ·S`. -/
theorem kondo_channels {S : Fin 3 → A} (hS : IsSpin S) :
    particle S = spinSq S - exchange S ∧ hole S = spinSq S + exchange S ∧
    hole S - particle S = (2 : ℂ) • exchange S := by
  -- the commutators turn `i σ·(S × S)` into `-σ·S`
  have hc : exchange (selfCross S) = I • exchange S := by
    ext i j
    simp only [exchange, tens, Fin.sum_univ_three, hS 0, hS 1, hS 2, Matrix.smul_apply,
      Matrix.add_apply, Matrix.of_apply]
    module
  have hx : I • exchange (selfCross S) = -exchange S := by
    rw [hc, smul_smul, I_mul_I, neg_smul, one_smul]
  obtain ⟨hp, hh⟩ := channels_eq S
  rw [hx] at hp hh
  refine ⟨by rw [hp]; abel, by rw [hh]; abel, ?_⟩
  rw [hp, hh]
  module
```

For the equivalence, particle minus hole is $2i\,\sigma\cdot(S\times S)$. Multiplying by $-i/2$ isolates $\sigma\cdot(S\times S)$, and the two preceding lemmas finish the argument.

```lean
/-- The particle and hole channels coincide exactly when the impurity spin
components commute. -/
theorem channels_coincide_iff (S : Fin 3 → A) :
    particle S = hole S ↔ ∀ a b, S a * S b = S b * S a := by
  obtain ⟨hp, hh⟩ := channels_eq S
  rw [← selfCross_eq_zero_iff, ← exchange_eq_zero_iff]
  constructor
  · intro h
    have hI : (-I / 2) * (2 * I) = 1 := by linear_combination -I_mul_I
    calc exchange (selfCross S)
        = ((-I / 2) * (2 * I)) • exchange (selfCross S) := by rw [hI, one_smul]
      _ = (-I / 2) • (particle S - hole S) := by rw [hp, hh]; module
      _ = 0 := by rw [h, sub_self, smul_zero]
  · intro h
    rw [hp, hh, h]
    simp
```

**Q:** What survives in the amplitude?

**A:** For a quantum spin, the occupations survive only in $2J^2\,\sigma\cdot S\sum_k g_kf_k$. In the proof, `hk` is the one-level identity above, which is then summed.

```lean
/-- For a quantum spin the occupations enter the second-order amplitude only through the exchange
term `2 J² σ·S ∑ g f`. -/
theorem secondOrder_spin {K : Type*} [Fintype K] (J : ℂ) (g : K → ℂ) (f : K → ℝ)
    {S : Fin 3 → A} (hS : IsSpin S) :
    secondOrder J g f S = J ^ 2 • ((∑ k, g k) • (spinSq S - exchange S) +
      (2 * ∑ k, g k * (f k : ℂ)) • exchange S) := by
  obtain ⟨hp, hh, -⟩ := kondo_channels hS
  have hk : ∀ k, (g k * (1 - (f k : ℂ))) • (spinSq S - exchange S) +
      (g k * (f k : ℂ)) • (spinSq S + exchange S) =
      g k • (spinSq S - exchange S) + (2 * (g k * (f k : ℂ))) • exchange S := by
    intro k
    module
  simp only [secondOrder, hp, hh, hk]
  rw [Finset.sum_add_distrib, ← Finset.sum_smul, ← Finset.sum_smul, ← Finset.mul_sum]
```

For commuting components the same steps leave $J^2S^2\sum_k g_k$, whatever the occupations.

```lean
/-- If the impurity spin components commute, the second-order amplitude is
`J² S² ∑ g`, whatever the occupations of the levels. -/
theorem secondOrder_commuting {K : Type*} [Fintype K] (J : ℂ) (g : K → ℂ) (f : K → ℝ)
    {S : Fin 3 → A} (hS : ∀ a b, S a * S b = S b * S a) :
    secondOrder J g f S = J ^ 2 • (∑ k, g k) • spinSq S := by
  have hx := (exchange_eq_zero_iff _).mpr ((selfCross_eq_zero_iff S).mpr hS)
  obtain ⟨hp, hh⟩ := channels_eq S
  rw [hx, smul_zero, add_zero] at hp
  rw [hx, smul_zero, sub_zero] at hh
  have hk : ∀ k, (g k * (1 - (f k : ℂ))) • spinSq S + (g k * (f k : ℂ)) • spinSq S =
      g k • spinSq S := by
    intro k
    module
  simp only [secondOrder, hp, hh, hk]
  rw [← Finset.sum_smul]
```

**Q:** I still see no logarithm.

**A:** In the amplitude for a quantum spin, as written above, it sits in $\sum_k g_kf_k$, the sum over the filled levels. Take a flat band, meaning here one with a constant density of states, filled from $-D$ to the Fermi level at $0$, with $\omega>0$ and $D>0$. An antiderivative of $1/(\omega-e)$ in $e$ is $-\log(\omega-e)$, so

$$\int_{-D}^{0}\frac{de}{\omega-e}=-\log\omega+\log(\omega+D)=\log\frac{\omega+D}{\omega}.$$

Lean substitutes $x=\omega-e$ and integrates $1/x$ from $\omega$ to $\omega+D$.

```lean
/-- For a flat band filled from `-D` to `0`, the propagator `1/(ω - e)` integrated over
the filled levels is `log ((ω + D)/ω)`, for `ω > 0` and `D > 0`. -/
theorem fermi_sea_log {ω D : ℝ} (hω : 0 < ω) (hD : 0 < D) :
    ∫ e in (-D)..0, 1 / (ω - e) = Real.log ((ω + D) / ω) := by
  rw [intervalIntegral.integral_comp_sub_left (fun x : ℝ => 1 / x) ω, sub_zero,
    sub_neg_eq_add]
  exact integral_one_div_of_pos hω (by linarith)
```

Since $(\omega+D)/\omega=1+D/\omega$ grows without bound as $\omega\to0^+$, so does its logarithm.

```lean
/-- The integral of `1/(ω - e)` over the filled levels of a flat band, from `-D` to the Fermi level
`0` with `D > 0`, tends to `+∞` as the energy `ω` approaches the Fermi level from above. -/
theorem fermi_sea_diverges {D : ℝ} (hD : 0 < D) :
    Tendsto (fun ω : ℝ => ∫ e in (-D)..0, 1 / (ω - e)) (𝓝[>] 0) atTop := by
  have h1 : Tendsto (fun ω : ℝ => 1 + D * ω⁻¹) (𝓝[>] 0) atTop :=
    tendsto_atTop_add_const_left _ 1 (tendsto_inv_nhdsGT_zero.const_mul_atTop hD)
  refine (Real.tendsto_log_atTop.comp h1).congr' ?_
  filter_upwards [self_mem_nhdsWithin] with ω hω
  have hpos : 0 < ω := hω
  have he : 1 + D * ω⁻¹ = (ω + D) / ω := by field_simp
  rw [fermi_sea_log hpos hD, Function.comp_apply, he]

end

end KondoChannels
```

```lean
#print axioms KondoChannels.channels_coincide_iff
-- 'KondoChannels.channels_coincide_iff' depends on axioms: [propext, Classical.choice, Quot.sound]
#print axioms KondoChannels.secondOrder_spin
-- 'KondoChannels.secondOrder_spin' depends on axioms: [propext, Classical.choice, Quot.sound]
#print axioms KondoChannels.secondOrder_commuting
-- 'KondoChannels.secondOrder_commuting' depends on axioms: [propext, Classical.choice, Quot.sound]
#print axioms KondoChannels.fermi_sea_diverges
-- 'KondoChannels.fermi_sea_diverges' depends on axioms: [propext, Classical.choice, Quot.sound]
```

**Q:** What connects the finite sum to that integral?

**A:** The continuum limit, a step the hypotheses leave to the physicist: $\sum_k g_kf_k$ becomes $\rho\int_{-D}^{0}de/(\omega-e)$, with $\rho$ the constant density of states per spin.

**Q:** And in an actual calculation?

**A:** Let the whole band run from $-D$ to $D$. The principal value of $\int_{-D}^{D}de/(\omega-e)$ is $\log\frac{D+\omega}{D-\omega}$, which vanishes as $\omega\to0$, so the sum without occupations gives no low-energy logarithm. The pole at $e=\omega$ adds only a finite imaginary part, which is dropped here. Adding the first-order term $J\,\sigma\cdot S$, the exchange part for $\omega\ll D$ is approximately

$$J\left[1+2J\rho\log\frac{D}{\omega}\right]\sigma\cdot S.$$

For antiferromagnetic $J>0$ the correction strengthens the scattering as the energy falls. Within this second-order model of one impurity in a non-interacting flat band, a simulation that replaces the spin by a fixed classical vector lacks that logarithm.
